# The zero-temperature frequency integral of two propagators vanishes when both levels are occupied or both are empty

For a gapped system at zero temperature, a code for the RPA correlation energy can build the non-interacting response at each imaginary frequency $i\nu$ by looping over occupied-empty pairs. Each pair with gap $\Delta>0$ gets the weight $-2\Delta/(\Delta^2+\nu^2)$, and all other pairs are skipped. For non-interacting levels away from the chemical potential, both the skipping and the weight follow from one integral.

Measure level energies from the chemical potential, set $\hbar=1$, and write $G_e(w)=1/(iw-e)$ for the propagator of a level with energy $e$. For real nonzero $a,b$ and real $\nu$, define

$$B(a,b,\nu)=\frac1{2\pi}\int_{-\infty}^{\infty}G_a(w)\,G_b(w+\nu)\,dw .$$

Then

$$B(a,b,\nu)=\begin{cases}0,& ab>0,\\[2pt] \dfrac{1}{i\nu+a-b},& a<0<b,\\[6pt] \dfrac{-1}{i\nu+a-b},& b<0<a.\end{cases}$$

## The pair loop and its quadrature alternative

With real orbitals and one spin channel, let $M^K_{pq}$ be the matrix element of auxiliary function $K$ between occupied orbital $p$ and empty orbital $q$, with gap $\Delta_{pq}$. The loop accumulates

$$\chi_{KL}(i\nu)=-\sum_{p\,\mathrm{occ},\;q\,\mathrm{empty}}M^K_{pq}M^L_{pq}\,\frac{2\Delta_{pq}}{\Delta_{pq}^2+\nu^2}.$$

The same response is the sum of $M^K_{pq}M^L_{pq}\,B(e_p,e_q,\nu)$ over all ordered pairs of orbitals, where $e_p$ is the energy of orbital $p$ and $M^K_{pq}$ is now taken between any two orbitals. Same-side pairs drop out, and the two orderings of an occupied-empty pair add up to the weight in the loop, as shown below. A code that instead multiplies propagators and integrates over $w$ numerically includes every pair, and the same-side pairs vanish only after the full integration. For $a=b$ and $\nu=0$, stopping at $|w|=W$ leaves $W/\bigl(\pi(W^2+a^2)\bigr)$, which decays only as $1/(\pi W)$. Such a pair is therefore a useful test of the frequency grid.

## From partial fractions to occupations

**Convergence.** Since $|G_e(w)|^2=1/(w^2+e^2)$ is integrable for $e\neq0$, and $|G_aG_b|\le|G_a|^2+|G_b|^2$, the integral converges absolutely.

**Partial fractions.** Put $A=iw-a$ and $D=i(w+\nu)-b$, so that $D-A=i\nu+a-b$. From $1/A-1/D=(D-A)/(AD)$,

$$(i\nu+a-b)\,G_a(w)G_b(w+\nu)=G_a(w)-G_b(w+\nu).$$

**Primitive.** Because $G_e(w)=(-e-iw)/(e^2+w^2)$, a primitive is

$$P_e(w)=-\arctan(w/e)-\tfrac i2\ln(e^2+w^2).$$

**Limits.** The difference of primitives is

$$P_a(w)-P_b(w+\nu)=\arctan\frac{w+\nu}{b}-\arctan\frac wa-\frac i2\ln\frac{a^2+w^2}{b^2+(w+\nu)^2}.$$

The logarithm tends to zero at both ends. Let $n_e=1$ for $e<0$ and $n_e=0$ for $e>0$. Then $\arctan(w/e)\to\pm\pi(\tfrac12-n_e)$ as $w\to\pm\infty$, so the difference tends to $\pm\pi(n_a-n_b)$. Subtracting the lower limit from the upper and dividing by $2\pi$ gives

$$(i\nu+a-b)\,B(a,b,\nu)=n_a-n_b .$$

**Cases.** The prefactor vanishes only if $a=b$ and $\nu=0$. For opposite signs it is nonzero, and division gives the two stated values. For equal signs the right side is zero, so $B=0$ whenever the prefactor is nonzero.

In the remaining case the equation reads $0=0$, and the double pole has to be integrated directly. Here

$$\frac{d}{dw}\bigl[iG_a(w)\bigr]=\frac{1}{(iw-a)^2}=G_a(w)^2,$$

and $iG_a$ vanishes at both ends, so the integral is zero. Evaluating $iG_a$ between $-W$ and $W$ instead, and dividing by $2\pi$, gives the cutoff value $W/\bigl(\pi(W^2+a^2)\bigr)$ quoted above.

**Both orderings.** For $a<0<b$ and $\Delta=b-a$,

$$B(a,b,\nu)+B(b,a,\nu)=\frac1{i\nu-\Delta}-\frac1{i\nu+\Delta}=-\frac{2\Delta}{\Delta^2+\nu^2}.$$

## The Lean file

```lean
import Mathlib

open MeasureTheory Filter Topology
open scoped Real
open Complex (I)

namespace ImaginaryFrequencyBubble

noncomputable section

/-- Propagator `1/(iw - e)` of a level with energy `e` measured from the chemical potential,
at imaginary frequency `iw`; its domain is `(e, w) ≠ (0, 0)`. -/
def green (e w : ℝ) : ℂ := 1 / (I * w - e)

/-- Zero-temperature occupation of a level: one below the chemical potential, else zero. -/
def occ (e : ℝ) : ℝ := if e < 0 then 1 else 0

/-- `1/(2π)` times the frequency integral of two propagators with frequencies `iν` apart,
for nonzero level energies. -/
def bubble (a b ν : ℝ) : ℂ :=
  1 / (2 * (π : ℂ)) * ∫ w : ℝ, green a w * green b (w + ν)

/-- A primitive in `w` of the propagator of a level with energy `e ≠ 0`. -/
def primitive (e w : ℝ) : ℂ :=
  -((Real.arctan (w / e) : ℝ) : ℂ) - I / 2 * ((Real.log (e ^ 2 + w ^ 2) : ℝ) : ℂ)

/-- A level away from the chemical potential has no pole on the imaginary axis. -/
theorem den_ne {e : ℝ} (he : e ≠ 0) (w : ℝ) : I * (w : ℂ) - e ≠ 0 := by
  intro h
  apply he
  have := congrArg Complex.re h
  simpa using this

/-- For a nonzero level energy, the squared modulus of the propagator is integrable over imaginary
frequency. -/
theorem integrable_norm_sq_green {e : ℝ} (he : e ≠ 0) :
    Integrable (fun w : ℝ => ‖green e w‖ ^ 2) := by
  have h := (integrable_inv_one_add_sq.comp_div he).const_mul ((e ^ 2)⁻¹)
  refine h.congr (Eventually.of_forall fun w => ?_)
  show (e ^ 2)⁻¹ * (1 + (w / e) ^ 2)⁻¹ = ‖green e w‖ ^ 2
  have h1 : (I * (w : ℂ) - e).re = -e := by simp
  have h2 : (I * (w : ℂ) - e).im = w := by simp
  rw [← Complex.normSq_eq_norm_sq, green, one_div, Complex.normSq_inv,
    Complex.normSq_apply, h1, h2, ← mul_inv]
  congr 1
  field_simp

/-- For nonzero level energies, the product of two propagators is integrable over imaginary
frequency. -/
theorem integrable_pair {a b : ℝ} (ha : a ≠ 0) (hb : b ≠ 0) (ν : ℝ) :
    Integrable (fun w : ℝ => green a w * green b (w + ν)) := by
  have hc : ∀ {e : ℝ}, e ≠ 0 → Continuous (green e) := fun he =>
    continuous_const.div (by fun_prop) (den_ne he)
  have hm : Continuous (fun w : ℝ => green a w * green b (w + ν)) :=
    (hc ha).mul ((hc hb).comp (by fun_prop))
  refine ((integrable_norm_sq_green ha).add
    ((integrable_norm_sq_green hb).comp_add_right ν)).mono' hm.aestronglyMeasurable
    (Eventually.of_forall fun w => ?_)
  show ‖green a w * green b (w + ν)‖ ≤ ‖green a w‖ ^ 2 + ‖green b (w + ν)‖ ^ 2
  rw [norm_mul]
  nlinarith [sq_nonneg (‖green a w‖ - ‖green b (w + ν)‖), sq_nonneg ‖green a w‖,
    sq_nonneg ‖green b (w + ν)‖]

/-- For `e ≠ 0`, the derivative of `primitive e` is the propagator. -/
theorem hasDerivAt_primitive {e : ℝ} (he : e ≠ 0) (w : ℝ) :
    HasDerivAt (primitive e) (green e w) w := by
  have hD : e ^ 2 + w ^ 2 ≠ 0 := by positivity
  have h1 : HasDerivAt (fun w : ℝ => Real.arctan (w / e)) (e / (e ^ 2 + w ^ 2)) w := by
    refine ((hasDerivAt_id' w).div_const e).arctan.congr_deriv ?_
    field_simp
  have h2 : HasDerivAt (fun w : ℝ => Real.log (e ^ 2 + w ^ 2))
      (2 * w / (e ^ 2 + w ^ 2)) w := by
    refine (((hasDerivAt_pow 2 w).const_add (e ^ 2)).log hD).congr_deriv ?_
    norm_num
  refine (h1.ofReal_comp.fun_neg.fun_sub (h2.ofReal_comp.const_mul (I / 2))).congr_deriv ?_
  have hc : (e : ℂ) ^ 2 + (w : ℂ) ^ 2 ≠ 0 := by exact_mod_cast hD
  have hp : (-(e : ℂ) - I * w) * (I * w - e) = (e : ℂ) ^ 2 + (w : ℂ) ^ 2 := by
    linear_combination (-(w : ℂ) ^ 2) * Complex.I_sq
  rw [green, eq_div_iff (den_ne he w)]
  push_cast
  calc _ = ((-(e : ℂ) - I * w) * (I * w - e)) / ((e : ℂ) ^ 2 + (w : ℂ) ^ 2) := by ring
    _ = 1 := by rw [hp, div_self hc]

/-- At large frequency the difference of two primitives tends to the difference of the
limiting arctangents. -/
theorem tendsto_primitive_sub {a b x y : ℝ} (ha : a ≠ 0) (hb : b ≠ 0) (ν : ℝ)
    {l : Filter ℝ} (hl : Tendsto (fun w : ℝ => w⁻¹) l (𝓝 0)) (hne : ∀ᶠ w in l, w ≠ 0)
    (hA : Tendsto (fun w => Real.arctan (w / a)) l (𝓝 x))
    (hB : Tendsto (fun w => Real.arctan ((w + ν) / b)) l (𝓝 y)) :
    Tendsto (fun w => primitive a w - primitive b (w + ν)) l (𝓝 ((y - x : ℝ) : ℂ)) := by
  -- each logarithm grows like `log (w ^ 2)`, so their difference vanishes
  have hlog : ∀ {c : ℝ}, c ≠ 0 → ∀ μ : ℝ, Tendsto
      (fun w => Real.log (c ^ 2 + (w + μ) ^ 2) - Real.log (w ^ 2)) l (𝓝 0) := by
    intro c hc μ
    have h : ContinuousAt (fun u : ℝ => Real.log (c ^ 2 * u ^ 2 + (1 + μ * u) ^ 2)) 0 :=
      ContinuousAt.log (by fun_prop) (by norm_num)
    have h0 : Tendsto (fun u : ℝ => Real.log (c ^ 2 * u ^ 2 + (1 + μ * u) ^ 2))
        (𝓝 0) (𝓝 0) := by simpa using h.tendsto
    refine (h0.comp hl).congr' (hne.mono fun w hw => ?_)
    show Real.log (c ^ 2 * w⁻¹ ^ 2 + (1 + μ * w⁻¹) ^ 2) =
      Real.log (c ^ 2 + (w + μ) ^ 2) - Real.log (w ^ 2)
    have e : c ^ 2 + (w + μ) ^ 2 = w ^ 2 * (c ^ 2 * w⁻¹ ^ 2 + (1 + μ * w⁻¹) ^ 2) := by
      field_simp
    have p : 0 < c ^ 2 * w⁻¹ ^ 2 + (1 + μ * w⁻¹) ^ 2 := by positivity
    rw [e, Real.log_mul (pow_ne_zero 2 hw) p.ne', add_sub_cancel_left]
  have h := ((Complex.continuous_ofReal.tendsto _).comp (hB.sub hA)).sub
    (((Complex.continuous_ofReal.tendsto _).comp
      ((hlog ha 0).sub (hlog hb ν))).const_mul (I / 2))
  simp only [sub_zero, Complex.ofReal_zero, mul_zero] at h
  refine h.congr fun w => ?_
  simp only [Function.comp_apply, primitive, Complex.ofReal_sub, add_zero]
  ring

/-- For `e ≠ 0`, the limits of `arctan (w/e)` at large positive and negative `w` are fixed by the
occupation of the level. -/
theorem tendsto_arctan_occ {e : ℝ} (he : e ≠ 0) :
    Tendsto (fun w => Real.arctan (w / e)) atTop (𝓝 (π * (1 / 2 - occ e))) ∧
    Tendsto (fun w => Real.arctan (w / e)) atBot (𝓝 (-(π * (1 / 2 - occ e)))) := by
  have pos : ∀ {c : ℝ}, 0 < c →
      Tendsto (fun w => Real.arctan (w / c)) atTop (𝓝 (π / 2)) := fun hc =>
    (Real.tendsto_arctan_atTop.mono_right nhdsWithin_le_nhds).comp
      (tendsto_id.atTop_div_const hc)
  have top : Tendsto (fun w => Real.arctan (w / e)) atTop (𝓝 (π * (1 / 2 - occ e))) := by
    rcases lt_or_gt_of_ne he with h | h
    · have e1 : π * (1 / 2 - occ e) = -(π / 2) := by rw [occ, if_pos h]; ring
      rw [e1]
      refine (pos (neg_pos.mpr h)).neg.congr fun w => ?_
      rw [div_neg, Real.arctan_neg, neg_neg]
    · have e1 : π * (1 / 2 - occ e) = π / 2 := by
        rw [occ, if_neg (not_lt_of_ge h.le)]; ring
      rw [e1]
      exact pos h
  refine ⟨top, (top.comp tendsto_neg_atBot_atTop).neg.congr fun w => ?_⟩
  show -Real.arctan (-w / e) = Real.arctan (w / e)
  rw [neg_div, Real.arctan_neg, neg_neg]

/-- For nonzero `a` and `b`, the bubble times `iν + a - b` is the occupation of `a` minus that of
`b`. -/
theorem gap_mul_bubble {a b : ℝ} (ha : a ≠ 0) (hb : b ≠ 0) (ν : ℝ) :
    (I * ν + a - b) * bubble a b ν = ((occ a - occ b : ℝ) : ℂ) := by
  have key : ∀ A B : ℂ, A ≠ 0 → B ≠ 0 → 1 / A - 1 / B = (B - A) * (1 / A * (1 / B)) := by
    intro A B hA hB
    field_simp
  -- partial fractions turn the product into a difference of propagators
  have hd : ∀ w : ℝ, HasDerivAt (fun w => primitive a w - primitive b (w + ν))
      ((I * ν + a - b) * (green a w * green b (w + ν))) w := by
    intro w
    refine ((hasDerivAt_primitive ha w).fun_sub (HasDerivAt.comp_add_const w ν
      (hasDerivAt_primitive hb (w + ν)))).congr_deriv ?_
    have hg : I * (ν : ℂ) + a - b = (I * ((w + ν : ℝ) : ℂ) - b) - (I * w - a) := by
      push_cast; ring
    rw [hg]
    exact key _ _ (den_ne ha w) (den_ne hb (w + ν))
  have htop := tendsto_primitive_sub ha hb ν tendsto_inv_atTop_zero (eventually_ne_atTop 0)
    (tendsto_arctan_occ ha).1 ((tendsto_arctan_occ hb).1.comp
      (tendsto_atTop_add_const_right atTop ν tendsto_id))
  have hbot := tendsto_primitive_sub ha hb ν tendsto_inv_atBot_zero (eventually_ne_atBot 0)
    (tendsto_arctan_occ ha).2 ((tendsto_arctan_occ hb).2.comp
      (tendsto_atBot_add_const_right atBot ν tendsto_id))
  have h := integral_of_hasDerivAt_of_tendsto hd
    ((integrable_pair ha hb ν).const_mul _) hbot htop
  rw [integral_const_mul] at h
  have hπ : (π : ℂ) ≠ 0 := by exact_mod_cast Real.pi_ne_zero
  rw [bubble, mul_left_comm, h, one_div, inv_mul_eq_iff_eq_mul₀ (mul_ne_zero two_ne_zero hπ)]
  push_cast
  ring

/-- For a nonzero level energy, the square of the propagator integrates to zero over imaginary
frequency. -/
theorem integral_double_pole {a : ℝ} (ha : a ≠ 0) :
    ∫ w : ℝ, green a w * green a w = 0 := by
  have key : ∀ A : ℂ, I * ((0 * A - 1 * I) / A ^ 2) = 1 / A * (1 / A) := by
    intro A
    linear_combination (-(1 / A) ^ 2) * Complex.I_sq
  have hd : ∀ w : ℝ, HasDerivAt (fun w => I * green a w) (green a w * green a w) w := by
    intro w
    have h0 : HasDerivAt (fun w : ℝ => I * (w : ℂ) - a) I w := by
      simpa using ((hasDerivAt_id' w).ofReal_comp.const_mul I).sub_const (a : ℂ)
    exact (((hasDerivAt_const w (1 : ℂ)).fun_div h0 (den_ne ha w)).const_mul I).congr_deriv
      (key _)
  have hlim : ∀ l : Filter ℝ, Tendsto (fun w : ℝ => w⁻¹) l (𝓝 0) → (∀ᶠ w in l, w ≠ 0) →
      Tendsto (fun w => I * green a w) l (𝓝 0) := by
    intro l hl hne
    have hc : ContinuousAt (fun u : ℝ => I * ((u : ℂ) / (I - a * u))) 0 :=
      continuousAt_const.mul (ContinuousAt.div (by fun_prop) (by fun_prop) (by simp))
    have h := hc.tendsto.comp hl
    simp only [Complex.ofReal_zero, zero_div, mul_zero] at h
    refine h.congr' (hne.mono fun w hw => ?_)
    have hw' : (w : ℂ) ≠ 0 := by exact_mod_cast hw
    have e1 : I * (w : ℂ) - a = w * (I - a * (w : ℂ)⁻¹) := by field_simp
    show I * (((w⁻¹ : ℝ) : ℂ) / (I - a * ((w⁻¹ : ℝ) : ℂ))) = I * green a w
    rw [green, Complex.ofReal_inv, e1, one_div, mul_inv, div_eq_mul_inv]
  have hi : Integrable (fun w : ℝ => green a w * green a w) := by
    simpa using integrable_pair ha ha 0
  rw [integral_of_hasDerivAt_of_tendsto hd hi
    (hlim _ tendsto_inv_atBot_zero (eventually_ne_atBot 0))
    (hlim _ tendsto_inv_atTop_zero (eventually_ne_atTop 0)), sub_zero]

/-- The bubble vanishes for two levels on the same side of the chemical potential and is
`±1/(iν + a - b)` for an occupied-empty or empty-occupied pair. -/
theorem bubble_eq (a b ν : ℝ) :
    (0 < a * b → bubble a b ν = 0) ∧
    (a < 0 → 0 < b → bubble a b ν = 1 / (I * ν + a - b)) ∧
    (b < 0 → 0 < a → bubble a b ν = -1 / (I * ν + a - b)) := by
  have hre : I * (ν : ℂ) + a - b = 0 → a = b ∧ ν = 0 := by
    intro h
    have h1 := congrArg Complex.re h
    have h2 := congrArg Complex.im h
    simp at h1 h2
    exact ⟨by linarith, h2⟩
  refine ⟨fun h => ?_, fun h1 h2 => ?_, fun h1 h2 => ?_⟩
  · have ha : a ≠ 0 := left_ne_zero_of_mul h.ne'
    have hb : b ≠ 0 := right_ne_zero_of_mul h.ne'
    by_cases hg : I * (ν : ℂ) + a - b = 0
    · obtain ⟨rfl, rfl⟩ := hre hg
      simp [bubble, integral_double_pole ha]
    · have ho : occ a = occ b := by
        rcases pos_and_pos_or_neg_and_neg_of_mul_pos h with ⟨h1, h2⟩ | ⟨h1, h2⟩
        · simp [occ, not_lt_of_ge h1.le, not_lt_of_ge h2.le]
        · simp [occ, h1, h2]
      have hm := gap_mul_bubble ha hb ν
      rw [ho, sub_self, Complex.ofReal_zero] at hm
      exact (mul_eq_zero.mp hm).resolve_left hg
  · have hg : I * (ν : ℂ) + a - b ≠ 0 := fun h => by linarith [(hre h).1]
    rw [eq_div_iff hg, mul_comm, gap_mul_bubble h1.ne h2.ne' ν]
    simp [occ, h1, not_lt_of_ge h2.le]
  · have hg : I * (ν : ℂ) + a - b ≠ 0 := fun h => by linarith [(hre h).1]
    rw [eq_div_iff hg, mul_comm, gap_mul_bubble h2.ne' h1.ne ν]
    simp [occ, h1, not_lt_of_ge h2.le]

/-- The two orderings of an occupied-empty pair with gap `b - a` add up to the real number
`-2(b - a)/((b - a)² + ν²)`. -/
theorem bubble_add_swap {a b : ℝ} (ha : a < 0) (hb : 0 < b) (ν : ℝ) :
    bubble a b ν + bubble b a ν = ((-(2 * (b - a) / ((b - a) ^ 2 + ν ^ 2)) : ℝ) : ℂ) := by
  have hne : ∀ x y : ℝ, x ≠ y → I * (ν : ℂ) + x - y ≠ 0 := by
    intro x y h h0
    have := congrArg Complex.re h0
    simp at this
    exact h (by linarith)
  have h3 : (I * (ν : ℂ) + a - b) * (I * ν + b - a) =
      -(((b : ℂ) - a) ^ 2 + (ν : ℂ) ^ 2) := by
    linear_combination (ν : ℂ) ^ 2 * Complex.I_sq
  have hab : a ≠ b := (ha.trans hb).ne
  rw [(bubble_eq a b ν).2.1 ha hb, (bubble_eq b a ν).2.2 ha hb,
    div_add_div _ _ (hne a b hab) (hne b a hab.symm), h3, div_neg]
  push_cast
  ring

end

end ImaginaryFrequencyBubble
```

```lean
#print axioms ImaginaryFrequencyBubble.integral_double_pole
-- 'ImaginaryFrequencyBubble.integral_double_pole' depends on axioms: [propext, Classical.choice, Quot.sound]
#print axioms ImaginaryFrequencyBubble.bubble_add_swap
-- 'ImaginaryFrequencyBubble.bubble_add_swap' depends on axioms: [propext, Classical.choice, Quot.sound]
```

## One pair of levels, integrated exactly

In the file, `green e w` is $G_e(w)$, `occ e` is $n_e$, and `bubble a b ν` is $B(a,b,\nu)$, including the factor $1/(2\pi)$. The external frequency is added to the second propagator, which fixes the sign of $i\nu$ in the result.

The theorem `bubble_eq` states the three cases for real `a`, `b` and `ν`. Its hypothesis `0 < a * b` says that both energies are nonzero with equal sign, and it includes the double pole. The theorem `bubble_add_swap` gives the real weight used in the pair loop.

The proof follows the derivation:

- `integrable_norm_sq_green` and `integrable_pair` establish convergence. This matters for the zero case, because Lean assigns the value zero to a non-integrable integral.
- `hasDerivAt_primitive` differentiates $P_e$, using `den_ne` to exclude a zero denominator.
- `tendsto_primitive_sub` removes the logarithms by substituting $u=1/w$, which turns the limit into continuity at $u=0$. `tendsto_arctan_occ` supplies the arctangent limits.
- `gap_mul_bubble` combines partial fractions with the fundamental theorem of calculus on the whole line, `integral_of_hasDerivAt_of_tendsto`, to obtain the occupation difference.
- `integral_double_pole` treats $a=b$, $\nu=0$. `bubble_eq` then splits the cases, with `hre` identifying when the prefactor vanishes.
- `bubble_add_swap` puts the two opposite-sign values over a common denominator.

The condition that neither energy is zero stands for a chemical potential lying strictly between levels, as in a gapped system. A level exactly at the chemical potential, as can occur in a metal, is not covered. Nor is finite temperature, where a sum over discrete frequencies replaces the integral.

The theorems concern a single pair of levels; the orbital sum with its matrix elements and the cutoff estimate appear only in the prose above. Interactions between electrons and the error of a particular quadrature grid need separate treatment.
